# Even and odd rings have different thresholds for writing a repulsive extended Hubbard interaction as a sum of squares

Take three sites on a ring with real densities $x_0,x_1,x_2$, on-site coupling $U$ and nearest-neighbour coupling $V>0$. The densities are measured from a uniform filling of one electron per site, so $-1$ is an empty site and $1$ a doubly occupied one. The interaction energy is

$$E=\tfrac U2(x_0^2+x_1^2+x_2^2)+V(x_0x_1+x_1x_2+x_2x_0).$$

At $U=V$ it is a single square, $E=\tfrac V2(x_0+x_1+x_2)^2$. Below that value it can be negative, since $x=(1,-1,0)$ gives $E=U-V$. On four sites the alternating configuration $(1,-1,1,-1)$ gives $E=2U-4V$, so nonnegativity there needs $U\ge 2V$. The alternating pattern lowers every bond at once, and it does not fit on a triangle.

On a ring of $L\ge3$ sites with $V\ge0$, the energy is a sum of squares of real linear forms in the densities exactly when it is nonnegative for all real densities. The condition for this is $U\ge 2V$ if $L$ is even and $U\ge 2V\cos(\pi/L)$ if $L$ is odd.

In Lean 4 with Mathlib:

```lean
import Mathlib

open scoped Real ComplexConjugate

namespace ExtendedHubbardDecoupling
```

## The lowest cosine on an odd ring

The momenta allowed on the ring are $2\pi k/L$ with $k=0,\dots,L-1$. Let $L=2m+1$. If $k\le m$, then
$$\frac{2\pi k}{L}=\pi-(L-2k)\frac{\pi}{L},\qquad 1\le L-2k\le L,$$
so the cosine equals $-\cos\big((L-2k)\pi/L\big)$. The cosine decreases on $[0,\pi]$, hence this is at least $-\cos(\pi/L)$. If $k>m$, write the momentum as $\pi+(2k-L)\pi/L$ with $1\le 2k-L\le L$ and argue in the same way. In the code `e` is the rewriting of the angle, and the `nlinarith` calls supply the bounds on it.

```lean
/-- On a ring with an odd number `L` of sites, the cosine of an allowed momentum
is never below `-cos (π / L)`. -/
theorem neg_cos_le_cos_momentum {L : ℕ} (hodd : Odd L) (k : ℕ) (hk : k < L) :
    -Real.cos (π / L) ≤ Real.cos (2 * π * k / L) := by
  obtain ⟨m, hm⟩ := hodd
  have hL : (0 : ℝ) < L := by exact_mod_cast (by omega : 0 < L)
  have ht : π / L * L = π := div_mul_cancel₀ _ hL.ne'
  have hp : 0 ≤ π / L := div_nonneg Real.pi_pos.le hL.le
  have hkL : (k : ℝ) ≤ L := by exact_mod_cast hk.le
  have hk0 : (0 : ℝ) ≤ k := Nat.cast_nonneg k
  rcases le_or_gt k m with h | h
  · -- momenta below the zone boundary
    have h1 : (2 * k + 1 : ℝ) ≤ L := by exact_mod_cast (by omega : 2 * k + 1 ≤ L)
    have e : 2 * π * k / L = π - (L - 2 * k) * (π / L) := by linear_combination ht
    rw [e, Real.cos_pi_sub]
    apply neg_le_neg
    apply Real.cos_le_cos_of_nonneg_of_le_pi hp
    · nlinarith [mul_nonneg hk0 hp]
    · nlinarith [mul_nonneg (sub_nonneg.2 h1) hp]
  · -- momenta above the zone boundary
    have h1 : (L + 1 : ℝ) ≤ 2 * k := by exact_mod_cast (by omega : L + 1 ≤ 2 * k)
    have e : 2 * π * k / L = (2 * k - L) * (π / L) + π := by linear_combination ht
    rw [e, Real.cos_add_pi]
    apply neg_le_neg
    apply Real.cos_le_cos_of_nonneg_of_le_pi hp
    · nlinarith [mul_nonneg (sub_nonneg.2 hkL) hp]
    · nlinarith [mul_nonneg (sub_nonneg.2 h1) hp]
```

## Energy, modes and squares

A configuration is a function `x : ZMod L → ℝ`. Arithmetic modulo $L$ closes the ring, so `i + 1` is the right-hand neighbour of every site, and `NeZero L` says $L\ge1$. The energy is
$$E(x)=\frac U2\sum_i x_i^2+V\sum_i x_ix_{i+1}.$$
With this sum, two sites are joined by two bonds, and a single site is its own neighbour. For electrons, $U n_\uparrow n_\downarrow=\tfrac U2n^2-\tfrac U2n$ with $n=n_\uparrow+n_\downarrow$, which accounts for the factor $\tfrac12$; the one-body term is left out of $E$. Measuring the density from one electron per site, $x=n-1$, changes the energy only by further one-body terms and a constant, which are left out too.

```lean
variable {L : ℕ} [NeZero L]

/-- Interaction energy of the density configuration `x` on a ring of `L` sites, with
on-site coupling `U` and nearest-neighbour coupling `V`. -/
noncomputable def energy (U V : ℝ) (x : ZMod L → ℝ) : ℝ :=
  U / 2 * ∑ i, x i ^ 2 + V * ∑ i, x i * x (i + 1)
```

The density mode of momentum index $k$ is $\rho_k=\sum_j e^{2\pi i kj/L}x_j$. The phase is Mathlib's standard additive character `ZMod.stdAddChar`.

```lean
/-- The density mode of momentum index `k`: the lattice Fourier sum of `x`. -/
noncomputable def densityMode (x : ZMod L → ℝ) (k : ZMod L) : ℂ :=
  ∑ j, ZMod.stdAddChar (k * j) * (x j : ℂ)
```

Each mode will carry the coupling $g_k=\tfrac U2+V\cos(2\pi k/L)$, where `k.val` is the representative of $k$ between $0$ and $L-1$.

```lean
/-- The coupling `U / 2 + V cos (2πk / L)` of the density mode `k`. -/
noncomputable def modeCoupling (U V : ℝ) (k : ZMod L) : ℝ :=
  U / 2 + V * Real.cos (2 * π * k.val / L)
```

A purely repulsive decoupling is an identity
$$E(x)=\sum_r\Big(\sum_jA_{rj}x_j\Big)^2\quad\text{for all real }x,$$
with finitely many terms and real $A_{rj}$. Positive weights are absorbed into $A$. In auxiliary-field Monte Carlo, a Hubbard–Stratonovich transformation with Gaussian fields can then assign one real field to each square, and every field couples to the densities with an imaginary coefficient.

The definition concerns a quadratic form in unrestricted real variables on a one-dimensional ring. Its failure does not exclude schemes that admit negative squares or use relations special to fermionic occupations, such as $n_\sigma^2=n_\sigma$.

```lean
/-- A purely repulsive decoupling: the energy is a finite sum of squares of real linear
combinations of the site densities. -/
def HasRepulsiveDecoupling (L : ℕ) [NeZero L] (U V : ℝ) : Prop :=
  ∃ (ι : Type) (_ : Fintype ι) (A : ι → ZMod L → ℝ),
    ∀ x : ZMod L → ℝ, energy U V x = ∑ r, (∑ j, A r j * x j) ^ 2
```

## Diagonalising the energy

The real part of $e^{2\pi ik/L}$ is $\cos(2\pi k/L)$, which connects the character to the mode coupling.

```lean
/-- The real part of the lattice phase factor of momentum index `k` is `cos (2πk / L)`. -/
theorem phase_re (k : ZMod L) :
    (ZMod.stdAddChar k : ℂ).re = Real.cos (2 * π * k.val / L) := by
  have h := ZMod.stdAddChar_coe (N := L) (k.val : ℤ)
  have hk : ((k.val : ℤ) : ZMod L) = k := by simp
  have e : 2 * π * Complex.I * ((k.val : ℤ) : ℂ) / L
      = ((2 * π * k.val / L : ℝ) : ℂ) * Complex.I := by
    push_cast
    ring
  rw [hk] at h
  rw [h, e, Complex.exp_ofReal_mul_I_re]
```

For a separation $a$, expand the intensity $|\rho_k|^2=\rho_k\overline{\rho_k}$:
$$\sum_k e^{2\pi ika/L}|\rho_k|^2=\sum_{j,l}x_jx_l\sum_k e^{2\pi ik(a+j-l)/L}=L\sum_jx_jx_{j+a}.$$
The inner sum is $L$ when $l=j+a$ and zero otherwise. The expansion is `hexp`; `AddChar.sum_mulShift` supplies the orthogonality, and `Finset.sum_eq_single` keeps the surviving site.

```lean
/-- The Fourier sum of the mode intensities at separation `a` is `L` times the density correlation
`∑ j, x j * x (j + a)`. -/
theorem sum_phase_mul_intensity (x : ZMod L → ℝ) (a : ZMod L) :
    ∑ k, ZMod.stdAddChar (k * a) * (Complex.normSq (densityMode x k) : ℂ)
      = L * ∑ j, (x j : ℂ) * x (j + a) := by
  have hexp : ∀ k : ZMod L,
      ZMod.stdAddChar (k * a) * (Complex.normSq (densityMode x k) : ℂ)
        = ∑ j, ∑ l, ZMod.stdAddChar (k * (a + j - l)) * ((x j : ℂ) * x l) := by
    intro k
    rw [← Complex.mul_conj, densityMode, map_sum (starRingEnd ℂ), Finset.sum_mul_sum,
      Finset.mul_sum]
    refine Finset.sum_congr rfl fun j _ => ?_
    rw [Finset.mul_sum]
    refine Finset.sum_congr rfl fun l _ => ?_
    rw [map_mul (starRingEnd ℂ), Complex.conj_ofReal, ← AddChar.map_neg_eq_conj,
      show k * (a + j - l) = k * a + k * j + -(k * l) by ring,
      AddChar.map_add_eq_mul, AddChar.map_add_eq_mul]
    ring
  simp_rw [hexp]
  rw [Finset.sum_comm, Finset.mul_sum]
  refine Finset.sum_congr rfl fun j _ => ?_
  rw [Finset.sum_comm]
  -- orthogonality of the phases leaves only the site `l = j + a`
  simp_rw [← Finset.sum_mul, AddChar.sum_mulShift _ (ZMod.isPrimitive_stdAddChar L)]
  rw [Finset.sum_eq_single (j + a)]
  · rw [if_pos (by ring), ZMod.card]
  · intro l _ hl
    rw [if_neg (fun h => hl (by linear_combination -h))]
    simp
  · intro h
    exact absurd (Finset.mem_univ _) h
```

Take real parts at $a=0$ and $a=1$:
$$\sum_k|\rho_k|^2=L\sum_jx_j^2,\qquad \sum_k\cos\frac{2\pi k}{L}\,|\rho_k|^2=L\sum_jx_jx_{j+1}.$$
Multiplying the first by $U/2$, the second by $V$, and adding gives
$$L\,E(x)=\sum_kg_k|\rho_k|^2.$$
These two cases are `h0` and `h1` in the proof.

```lean
/-- `L` times the energy is the sum of the mode intensities, each weighted by its mode coupling. -/
theorem energy_eq_sum_modes (U V : ℝ) (x : ZMod L → ℝ) :
    L * energy U V x = ∑ k, modeCoupling U V k * Complex.normSq (densityMode x k) := by
  have key : ∀ a : ZMod L,
      ∑ k, (ZMod.stdAddChar (k * a) : ℂ).re * Complex.normSq (densityMode x k)
        = L * ∑ j, x j * x (j + a) := by
    intro a
    have h := congrArg Complex.re (sum_phase_mul_intensity x a)
    have e : (L : ℂ) * ∑ j, (x j : ℂ) * x (j + a)
        = ((L * ∑ j, x j * x (j + a) : ℝ) : ℂ) := by simp
    rw [e, Complex.ofReal_re, Complex.re_sum] at h
    simpa only [Complex.re_mul_ofReal] using h
  have h0 := key 0
  have h1 := key 1
  simp only [mul_zero, AddChar.map_zero_eq_one, Complex.one_re, one_mul, add_zero] at h0
  simp only [mul_one, phase_re] at h1
  have split : ∑ k, modeCoupling U V k * Complex.normSq (densityMode x k)
      = U / 2 * ∑ k, Complex.normSq (densityMode x k)
        + V * ∑ k : ZMod L, Real.cos (2 * π * k.val / L)
          * Complex.normSq (densityMode x k) := by
    rw [Finset.mul_sum, Finset.mul_sum, ← Finset.sum_add_distrib]
    refine Finset.sum_congr rfl fun k _ => ?_
    rw [modeCoupling]
    ring
  rw [split, h0, h1, energy]
  simp only [pow_two]
  ring
```

## Nonnegative energy means nonnegative couplings

If every $g_k\ge0$, the last identity gives $E(x)\ge0$. Conversely, fix $k$ and insert the two real waves $c_j=\cos(2\pi kj/L)$ and $s_j=\sin(2\pi kj/L)$. Since
$$c_j^2+s_j^2=1,\qquad c_jc_{j+1}+s_js_{j+1}=\cos\frac{2\pi k}{L},$$
summing over the sites gives
$$E(c)+E(s)=L\Big(\frac U2+V\cos\frac{2\pi k}{L}\Big)=L\,g_k.$$
Both energies are nonnegative by assumption, so $g_k\ge0$. The addition formula is `hc`, and its two sums over the ring are `h0` and `h1`.

```lean
/-- The energy is nonnegative for all real densities exactly when every mode coupling is
nonnegative. -/
theorem energy_nonneg_iff_modes (U V : ℝ) :
    (∀ x : ZMod L → ℝ, 0 ≤ energy U V x) ↔ ∀ k : ZMod L, 0 ≤ modeCoupling U V k := by
  have hL : (0 : ℝ) < L := by exact_mod_cast Nat.pos_of_ne_zero (NeZero.ne L)
  constructor
  · intro h k
    have hc : ∀ a b : ZMod L, (ZMod.stdAddChar a : ℂ).re * (ZMod.stdAddChar b : ℂ).re
        + (ZMod.stdAddChar a : ℂ).im * (ZMod.stdAddChar b : ℂ).im
        = (ZMod.stdAddChar (b - a) : ℂ).re := by
      intro a b
      rw [show b - a = -a + b by ring, AddChar.map_add_eq_mul, AddChar.map_neg_eq_conj,
        Complex.mul_re, Complex.conj_re, Complex.conj_im]
      ring
    -- the cosine and sine waves of momentum `k` together probe its coupling
    have h0 : ∑ j : ZMod L, (ZMod.stdAddChar (k * j) : ℂ).re ^ 2
        + ∑ j : ZMod L, (ZMod.stdAddChar (k * j) : ℂ).im ^ 2 = L := by
      rw [← Finset.sum_add_distrib]
      calc _ = ∑ _j : ZMod L, (1 : ℝ) := by
            refine Finset.sum_congr rfl fun j _ => ?_
            have e := hc (k * j) (k * j)
            rw [sub_self, AddChar.map_zero_eq_one, Complex.one_re] at e
            linear_combination e
        _ = L := by simp [ZMod.card]
    have h1 : ∑ j : ZMod L, (ZMod.stdAddChar (k * j) : ℂ).re
          * (ZMod.stdAddChar (k * (j + 1)) : ℂ).re
        + ∑ j : ZMod L, (ZMod.stdAddChar (k * j) : ℂ).im
          * (ZMod.stdAddChar (k * (j + 1)) : ℂ).im
        = L * Real.cos (2 * π * k.val / L) := by
      rw [← Finset.sum_add_distrib]
      calc _ = ∑ _j : ZMod L, Real.cos (2 * π * k.val / L) := by
            refine Finset.sum_congr rfl fun j _ => ?_
            rw [hc, show k * (j + 1) - k * j = k by ring, phase_re]
        _ = _ := by simp [ZMod.card]
    have e : energy U V (fun j : ZMod L => (ZMod.stdAddChar (k * j) : ℂ).re)
        + energy U V (fun j : ZMod L => (ZMod.stdAddChar (k * j) : ℂ).im)
        = L * modeCoupling U V k := by
      simp only [energy, modeCoupling]
      linear_combination U / 2 * h0 + V * h1
    exact (mul_nonneg_iff_of_pos_left hL).1 (e ▸ add_nonneg (h _) (h _))
  · intro h x
    apply (mul_nonneg_iff_of_pos_left hL).1
    rw [energy_eq_sum_modes]
    exact Finset.sum_nonneg fun k _ => mul_nonneg (h k) (Complex.normSq_nonneg _)
```

## Constructing the squares

A sum of real squares is nonnegative, which settles one direction. For the other, nonnegative energy gives $g_k\ge0$, so the square roots below are real:
$$E(x)=\sum_k\left[\Big(\sqrt{\tfrac{g_k}{L}}\,\mathrm{Re}\,\rho_k\Big)^2+\Big(\sqrt{\tfrac{g_k}{L}}\,\mathrm{Im}\,\rho_k\Big)^2\right].$$
Both $\mathrm{Re}\,\rho_k$ and $\mathrm{Im}\,\rho_k$ are real linear forms in $x$. The index type `ZMod L × Bool` labels the momentum and the choice between real and imaginary part.

```lean
/-- A purely repulsive decoupling exists exactly when the energy is nonnegative for all
real densities. -/
theorem hasRepulsiveDecoupling_iff (U V : ℝ) :
    HasRepulsiveDecoupling L U V ↔ ∀ x : ZMod L → ℝ, 0 ≤ energy U V x := by
  constructor
  · rintro ⟨ι, _, A, h⟩ x
    rw [h]
    exact Finset.sum_nonneg fun r _ => sq_nonneg _
  · intro hpos
    have h := (energy_nonneg_iff_modes U V).1 hpos
    have hL : (L : ℝ) ≠ 0 := Nat.cast_ne_zero.2 (NeZero.ne L)
    -- the squares are the real and imaginary parts of the weighted density modes
    refine ⟨ZMod L × Bool, inferInstance, fun r j => Real.sqrt (modeCoupling U V r.1 / L) *
      (if r.2 then (ZMod.stdAddChar (r.1 * j) : ℂ).re
        else (ZMod.stdAddChar (r.1 * j) : ℂ).im), fun x => ?_⟩
    have e : energy U V x
        = (∑ k, modeCoupling U V k * Complex.normSq (densityMode x k)) / L := by
      rw [← energy_eq_sum_modes, mul_div_cancel_left₀ _ hL]
    rw [e, Finset.sum_div, Fintype.sum_prod_type]
    refine Finset.sum_congr rfl fun k _ => ?_
    have hre : (densityMode x k).re = ∑ j, (ZMod.stdAddChar (k * j) : ℂ).re * x j := by
      simp only [densityMode, Complex.re_sum, Complex.re_mul_ofReal]
    have him : (densityMode x k).im = ∑ j, (ZMod.stdAddChar (k * j) : ℂ).im * x j := by
      simp only [densityMode, Complex.im_sum, Complex.im_mul_ofReal]
    rw [Fintype.sum_bool]
    simp only [if_true, Bool.false_eq_true, if_false, mul_assoc, ← Finset.mul_sum, mul_pow]
    rw [Real.sq_sqrt (div_nonneg (h k) (Nat.cast_nonneg L)), Complex.normSq_apply, hre, him]
    ring
```

## The two thresholds

Let $V\ge0$. On an even ring with $L=2m$, the mode $k=m$ has momentum $\pi$ and coupling $g_m=\tfrac U2-V$, so nonnegativity requires $U\ge2V$. This suffices, because no cosine is below $-1$.

```lean
/-- Even ring, `V ≥ 0`: the energy is nonnegative for all real densities exactly when
`U ≥ 2V`. -/
theorem energy_nonneg_iff_of_even (heven : Even L) {U V : ℝ} (hV : 0 ≤ V) :
    (∀ x : ZMod L → ℝ, 0 ≤ energy U V x) ↔ 2 * V ≤ U := by
  rw [energy_nonneg_iff_modes]
  constructor
  · intro h
    obtain ⟨m, hm⟩ := heven
    have hL0 := NeZero.ne L
    have hr : (L : ℝ) = m + m := by exact_mod_cast hm
    have e : 2 * π * m / L = π := by
      rw [div_eq_iff (Nat.cast_ne_zero.2 hL0), hr]
      ring
    -- the staggered mode
    have hk := h (m : ZMod L)
    rw [modeCoupling, ZMod.val_natCast_of_lt (by omega), e, Real.cos_pi] at hk
    linarith
  · intro h k
    rw [modeCoupling]
    nlinarith [mul_nonneg hV
      (neg_le_iff_add_nonneg.1 (Real.neg_one_le_cos (2 * π * k.val / L)))]
```

On an odd ring with $L=2m+1$, the mode $k=m$ has momentum $\pi-\pi/L$ and coupling $g_m=\tfrac U2-V\cos(\pi/L)$. Hence $U\ge2V\cos(\pi/L)$ is necessary. The cosine bound proved at the start makes it sufficient. For $L=3$ this is the condition $U\ge V$ found on the triangle.

```lean
/-- Odd ring, `V ≥ 0`: the energy is nonnegative for all real densities exactly when
`U ≥ 2V cos (π / L)`. -/
theorem energy_nonneg_iff_of_odd (hodd : Odd L) {U V : ℝ} (hV : 0 ≤ V) :
    (∀ x : ZMod L → ℝ, 0 ≤ energy U V x) ↔ 2 * V * Real.cos (π / L) ≤ U := by
  rw [energy_nonneg_iff_modes]
  constructor
  · intro h
    obtain ⟨m, hm⟩ := hodd
    have hr : (L : ℝ) = 2 * m + 1 := by exact_mod_cast hm
    have ht : π / L * L = π := div_mul_cancel₀ _ (Nat.cast_ne_zero.2 (NeZero.ne L))
    have e : 2 * π * m / L = π - π / L := by linear_combination ht - π / L * hr
    -- a mode closest to staggered order
    have hk := h (m : ZMod L)
    rw [modeCoupling, ZMod.val_natCast_of_lt (by omega), e, Real.cos_pi_sub] at hk
    linarith
  · intro h k
    rw [modeCoupling]
    nlinarith [mul_nonneg hV
      (neg_le_iff_add_nonneg.1 (neg_cos_le_cos_momentum hodd k.val (ZMod.val_lt k)))]
```

## One interaction, two cell sizes

Let $V>0$, let $L$ be odd, and set $U=2V\cos(\pi/L)$. The $L$-site ring is exactly at its threshold, so the decoupling exists there. Since $0<\pi/L\le\pi$, we have $\cos(\pi/L)<1$ and therefore $U<2V$, which rules out the decoupling on every ring with an even number $M$ of sites. The proof translates both statements into thresholds and then compares the cosines.

For simulations of this one-dimensional ring model, a sum-of-squares decoupling that works on an odd cell may thus be lost on an even cell with the same $U$ and $V$.

```lean
/-- For `V > 0` and `U = 2V cos (π / L)` with `L` odd, a purely repulsive decoupling exists
on the ring of `L` sites but on no ring with an even number `M` of sites. -/
theorem decoupling_depends_on_size {M : ℕ} [NeZero M] (hodd : Odd L) (heven : Even M)
    {V : ℝ} (hV : 0 < V) :
    HasRepulsiveDecoupling L (2 * V * Real.cos (π / L)) V ∧
      ¬ HasRepulsiveDecoupling M (2 * V * Real.cos (π / L)) V := by
  rw [hasRepulsiveDecoupling_iff, hasRepulsiveDecoupling_iff,
    energy_nonneg_iff_of_odd hodd hV.le, energy_nonneg_iff_of_even heven hV.le]
  refine ⟨le_rfl, not_le_of_gt ?_⟩
  have hL : (1 : ℝ) ≤ L := by exact_mod_cast Nat.pos_of_ne_zero (NeZero.ne L)
  have hc : Real.cos (π / L) < Real.cos 0 :=
    Real.cos_lt_cos_of_nonneg_of_le_pi le_rfl (div_le_self Real.pi_pos.le hL)
      (div_pos Real.pi_pos (by linarith))
  rw [Real.cos_zero] at hc
  nlinarith [mul_pos hV (sub_pos.2 hc)]

end ExtendedHubbardDecoupling
```

```lean
#print axioms ExtendedHubbardDecoupling.decoupling_depends_on_size
```

```
'ExtendedHubbardDecoupling.decoupling_depends_on_size' depends on axioms: [propext, Classical.choice, Quot.sound]
```
